# A real 3×3 matrix J is the inertia tensor of four equal masses, of total M > 0 and centred at the origin, exactly when (tr J/2)1 − J is positive semidefinite

Put four masses M/4 at the alternate corners of a cube,

(1, 1, 1), (1, −1, −1), (−1, 1, −1), (−1, −1, 1),

and stretch the three axes by factors p, q, r. The centre of mass stays at the origin, the products of inertia cancel, and the principal moments are

a = M(q² + r²), b = M(p² + r²), c = M(p² + q²).

Solving for the stretches gives

p² = (b + c − a)/(2M), q² = (a + c − b)/(2M), r² = (a + b − c)/(2M).

Real stretches exist exactly when no principal moment exceeds the sum of the other two. Every rigid system of point masses obeys these inequalities, so four equal particles can reproduce the total mass and principal moments of any rigid molecule. The general result replaces the three stretches by a matrix and applies to a tensor given in any Cartesian axes.

## The bound on an inertia tensor

Let J be a real 3×3 matrix, tr J its trace and 1 the identity matrix. For a fixed total mass M > 0, four points with masses M/4, centre of mass at the origin and inertia tensor J exist if and only if

K = (tr J/2)1 − J

is positive semidefinite. Positive semidefiniteness of J alone is too weak: diag(1, 1, 3) has positive eigenvalues, but its K has the eigenvalue −1/2.

The value of M does not enter the condition; it only sets the size of the arrangement.

## Input checks and four-site rigid bodies

A classical rigid-body code that reads a mass and an inertia tensor can reject unphysical input by checking that J is symmetric and that the smallest eigenvalue of K is not negative. A code that propagates only point particles can represent a rigid body by four equal masses at fixed mutual positions, provided that the tensor was taken about the centre of mass.

That proviso is easily missed. A tensor computed about some other origin also passes the test, and the construction returns four points with that tensor. Their centre of mass is at the origin, however, while that of the original body is not, so the two are different rigid bodies. Shift the coordinates to the centre of mass before computing J.

## From second moments to a deformed tetrahedron

For masses mᵢ at positions xᵢ, define the inertia tensor I and the second-moment matrix S by

I = Σ mᵢ(|xᵢ|² 1 − xᵢxᵢᵀ), S = Σ mᵢ xᵢxᵢᵀ.

Since tr(xᵢxᵢᵀ) = |xᵢ|², we have tr S = Σ mᵢ|xᵢ|², and therefore

I = (tr S)1 − S.

Taking the trace gives tr I = 3 tr S − tr S = 2 tr S, so

(tr I/2)1 − I = S.

**Necessity.** For any vector w,

wᵀSw = Σ mᵢ(xᵢ·w)² ≥ 0

when the masses are nonnegative. If J is the inertia tensor, then K = S is positive semidefinite.

**Sufficiency.** Suppose that K is positive semidefinite. Write K = U diag(λ) Uᵀ with U orthogonal and all λₖ ≥ 0, and set B = U diag(√λ). Then BBᵀ = K. Let t₀, …, t₃ be the four cube corners above. Adding components and products of components gives

Σ tᵢ = 0, Σ tᵢtᵢᵀ = 4·1.

These vectors have length √3; for unit vectors the second sum would be (4/3)·1. Place the masses at

xᵢ = B tᵢ/√M.

Their centre of mass is at the origin because Σ tᵢ = 0, and their second moments are

S = (M/4)(1/M) B(4·1)Bᵀ = BBᵀ = K.

Finally, tr K = (3/2) tr J − tr J = tr J/2, so the inertia tensor is (tr K)1 − K = J.

**Linear rotor.** For J = diag(a, a, 0) with a > 0, K = diag(0, 0, a). With B = diag(0, 0, √a) the tetrahedron collapses onto the z axis, with two masses at +√(a/M) and two at −√(a/M). At a = 0 all four sit at the origin.

**Three masses are too few.** Let Σ mᵢxᵢ = 0 for i = 0, 1, 2, and let D = x₀·(x₁ × x₂). Then

m₀D = −(m₁x₁ + m₂x₂)·(x₁ × x₂) = 0,

det S = m₀m₁m₂D² = 0.

An isotropic tensor I = c·1 would require S = (3c/2 − c)1 = (c/2)1, whose determinant is c³/8. This is nonzero for c ≠ 0, so three masses centred at the origin cannot produce it.

## The Lean source

```lean
import Mathlib

open Matrix

namespace FourMassInertia

noncomputable section

/-- The inertia tensor about the origin of point masses `m i` at positions `x i`. -/
def inertia {ι : Type*} [Fintype ι] (m : ι → ℝ) (x : ι → Fin 3 → ℝ) :
    Matrix (Fin 3) (Fin 3) ℝ :=
  ∑ i, m i • ((x i ⬝ᵥ x i) • (1 : Matrix (Fin 3) (Fin 3) ℝ) - vecMulVec (x i) (x i))

/-- The matrix of second moments of the mass distribution, the sum of `m x xᵀ`. -/
def secondMoment {ι : Type*} [Fintype ι] (m : ι → ℝ) (x : ι → Fin 3 → ℝ) :
    Matrix (Fin 3) (Fin 3) ℝ :=
  ∑ i, m i • vecMulVec (x i) (x i)

/-- The vertices of a regular tetrahedron centred at the origin. -/
def tetra : Fin 4 → Fin 3 → ℝ :=
  ![![1, 1, 1], ![1, -1, -1], ![-1, 1, -1], ![-1, -1, 1]]

/-- The inertia tensor is the trace of the second-moment matrix times the identity,
minus the second-moment matrix. -/
theorem inertia_eq {ι : Type*} [Fintype ι] (m : ι → ℝ) (x : ι → Fin 3 → ℝ) :
    inertia m x = (secondMoment m x).trace • (1 : Matrix (Fin 3) (Fin 3) ℝ)
      - secondMoment m x := by
  have ht : (secondMoment m x).trace = ∑ i, m i * (x i ⬝ᵥ x i) := by
    simp [secondMoment, Matrix.trace_sum, Matrix.trace_smul, Matrix.trace_vecMulVec]
  rw [ht]
  simp only [inertia, secondMoment, smul_sub, Finset.sum_sub_distrib, smul_smul,
    Finset.sum_smul]

/-- Half the trace of the inertia tensor times the identity, minus the inertia tensor,
is the second-moment matrix. -/
theorem half_trace_sub_inertia {ι : Type*} [Fintype ι] (m : ι → ℝ) (x : ι → Fin 3 → ℝ) :
    ((inertia m x).trace / 2) • (1 : Matrix (Fin 3) (Fin 3) ℝ) - inertia m x
      = secondMoment m x := by
  have ht : (inertia m x).trace / 2 = (secondMoment m x).trace := by
    rw [inertia_eq, trace_sub, trace_smul, trace_one, Fintype.card_fin, smul_eq_mul]
    push_cast
    ring
  rw [ht, inertia_eq, sub_sub_cancel]

/-- For nonnegative masses the second-moment matrix is positive semidefinite. -/
theorem secondMoment_posSemidef {ι : Type*} [Fintype ι] (m : ι → ℝ) (x : ι → Fin 3 → ℝ)
    (hm : ∀ i, 0 ≤ m i) : (secondMoment m x).PosSemidef := by
  apply PosSemidef.of_dotProduct_mulVec_nonneg
  · ext a b
    simp [secondMoment, Matrix.sum_apply, vecMulVec_apply, mul_comm]
  · intro w
    -- the quadratic form is a sum of masses times squared projections
    have key : star w ⬝ᵥ secondMoment m x *ᵥ w
        = ∑ i, m i * (x i 0 * w 0 + x i 1 * w 1 + x i 2 * w 2) ^ 2 := by
      simp only [secondMoment, Matrix.mulVec, dotProduct, Fin.sum_univ_three,
        Matrix.sum_apply, Matrix.smul_apply, vecMulVec_apply, smul_eq_mul, Pi.star_apply,
        star_trivial, Finset.sum_mul, Finset.mul_sum, ← Finset.sum_add_distrib]
      exact Finset.sum_congr rfl fun i _ => by ring
    rw [key]
    exact Finset.sum_nonneg fun i _ => mul_nonneg (hm i) (sq_nonneg _)

/-- A positive semidefinite real 3×3 matrix `S` has a factor `B` with `B Bᵀ = S`. -/
theorem exists_factor (S : Matrix (Fin 3) (Fin 3) ℝ) (hS : S.PosSemidef) :
    ∃ B : Matrix (Fin 3) (Fin 3) ℝ, B * Bᵀ = S := by
  let U : Matrix (Fin 3) (Fin 3) ℝ := hS.1.eigenvectorUnitary
  have hU : U * Uᵀ = 1 := by
    have h := Matrix.mem_unitaryGroup_iff.mp hS.1.eigenvectorUnitary.2
    rwa [Matrix.star_eq_conjTranspose, Matrix.conjTranspose_eq_transpose_of_trivial] at h
  -- the columns of U are eigenvectors
  have hSU : S * U = U * diagonal hS.1.eigenvalues := by
    ext a k
    have h := congrFun (hS.1.mulVec_eigenvectorBasis k) a
    rw [Matrix.mul_diagonal, Matrix.mul_apply]
    simpa [U, Matrix.mulVec, dotProduct, Matrix.IsHermitian.eigenvectorUnitary_apply,
      mul_comm] using h
  have hd : (fun k => √(hS.1.eigenvalues k) * √(hS.1.eigenvalues k)) = hS.1.eigenvalues :=
    funext fun k => Real.mul_self_sqrt (hS.eigenvalues_nonneg k)
  refine ⟨U * diagonal (fun k => √(hS.1.eigenvalues k)), ?_⟩
  rw [transpose_mul, diagonal_transpose, Matrix.mul_assoc,
    ← Matrix.mul_assoc (diagonal _) (diagonal _), diagonal_mul_diagonal, hd,
    ← Matrix.mul_assoc, ← hSU, Matrix.mul_assoc, hU, Matrix.mul_one]

/-- For `M > 0`, a real 3×3 matrix `J` is the inertia tensor of four point masses `M/4` with
centre of mass at the origin if and only if `(tr J / 2) 1 - J` is positive semidefinite. -/
theorem four_masses_iff (M : ℝ) (hM : 0 < M) (J : Matrix (Fin 3) (Fin 3) ℝ) :
    (∃ x : Fin 4 → Fin 3 → ℝ, ∑ i, (M / 4) • x i = 0 ∧ inertia (fun _ => M / 4) x = J) ↔
      ((J.trace / 2) • (1 : Matrix (Fin 3) (Fin 3) ℝ) - J).PosSemidef := by
  constructor
  · rintro ⟨x, -, rfl⟩
    rw [half_trace_sub_inertia]
    exact secondMoment_posSemidef _ _ fun _ => by positivity
  · intro h
    obtain ⟨B, hB⟩ := exists_factor _ h
    obtain ⟨s, hs⟩ : ∃ s : ℝ, s * s * M = 1 :=
      ⟨(√M)⁻¹, by rw [← mul_inv, Real.mul_self_sqrt hM.le, inv_mul_cancel₀ hM.ne']⟩
    -- deform the regular tetrahedron by B
    have hx : secondMoment (fun _ => M / 4) (fun i => s • (B *ᵥ tetra i)) = B * Bᵀ := by
      ext a b
      simp only [secondMoment, Matrix.sum_apply, Matrix.smul_apply, vecMulVec_apply,
        Matrix.mul_apply, Matrix.transpose_apply, Pi.smul_apply, smul_eq_mul,
        Matrix.mulVec, dotProduct, Fin.sum_univ_four, Fin.sum_univ_three]
      simp [tetra]
      linear_combination (B a 0 * B b 0 + B a 1 * B b 1 + B a 2 * B b 2) * hs
    refine ⟨fun i => s • (B *ᵥ tetra i), ?_, ?_⟩
    · have h0 : ∑ i, tetra i = 0 := by
        ext a
        fin_cases a <;> simp [tetra, Fin.sum_univ_four]
      rw [← Finset.smul_sum, ← Finset.smul_sum, ← Matrix.mulVec_sum, h0,
        Matrix.mulVec_zero, smul_zero, smul_zero]
    · have ht : ((J.trace / 2) • (1 : Matrix (Fin 3) (Fin 3) ℝ) - J).trace
          = J.trace / 2 := by
        rw [trace_sub, trace_smul, trace_one, Fintype.card_fin, smul_eq_mul]
        push_cast
        ring
      rw [inertia_eq, hx, hB, ht, sub_sub_cancel]

/-- Any finite system of nonnegative masses with positive total mass has the same inertia tensor
about the origin as some four equal masses of the same total with centre of mass at the origin. -/
theorem exists_four_mass_model {ι : Type*} [Fintype ι] (m : ι → ℝ) (x : ι → Fin 3 → ℝ)
    (hm : ∀ i, 0 ≤ m i) (hM : 0 < ∑ i, m i) :
    ∃ y : Fin 4 → Fin 3 → ℝ, ∑ i, ((∑ j, m j) / 4) • y i = 0 ∧
      inertia (fun _ => (∑ j, m j) / 4) y = inertia m x := by
  rw [four_masses_iff _ hM, half_trace_sub_inertia]
  exact secondMoment_posSemidef m x hm

/-- For `M > 0`, numbers `a, b, c` are the diagonal entries of a diagonal inertia tensor of four
masses `M/4` centred at the origin exactly when none exceeds the sum of the other two. -/
theorem principal_moments_iff (M : ℝ) (hM : 0 < M) (a b c : ℝ) :
    (∃ x : Fin 4 → Fin 3 → ℝ, ∑ i, (M / 4) • x i = 0 ∧
      inertia (fun _ => M / 4) x = diagonal ![a, b, c]) ↔
      a ≤ b + c ∧ b ≤ a + c ∧ c ≤ a + b := by
  have hd : ((diagonal ![a, b, c]).trace / 2) • (1 : Matrix (Fin 3) (Fin 3) ℝ)
      - diagonal ![a, b, c]
      = diagonal ![(b + c - a) / 2, (a + c - b) / 2, (a + b - c) / 2] := by
    ext i j
    fin_cases i <;> fin_cases j <;> simp [Matrix.trace, Fin.sum_univ_three] <;> ring
  rw [four_masses_iff M hM, hd, posSemidef_diagonal_iff]
  constructor
  · intro h
    have h0 : 0 ≤ (b + c - a) / 2 := h 0
    have h1 : 0 ≤ (a + c - b) / 2 := h 1
    have h2 : 0 ≤ (a + b - c) / 2 := h 2
    exact ⟨by linarith, by linarith, by linarith⟩
  · rintro ⟨h0, h1, h2⟩ i
    fin_cases i
    · show 0 ≤ (b + c - a) / 2
      linarith
    · show 0 ≤ (a + c - b) / 2
      linarith
    · show 0 ≤ (a + b - c) / 2
      linarith

/-- Three point masses with centre of mass at the origin have a singular second-moment
matrix. -/
theorem three_masses_det (m : Fin 3 → ℝ) (x : Fin 3 → Fin 3 → ℝ)
    (hc : ∑ i, m i • x i = 0) : (secondMoment m x).det = 0 := by
  have h : ∀ a, m 0 * x 0 a + m 1 * x 1 a + m 2 * x 2 a = 0 := fun a => by
    simpa [Fin.sum_univ_three] using congrFun hc a
  -- the triple product of the positions vanishes once weighted by a mass
  have hD : m 0 * (x 0 0 * (x 1 1 * x 2 2 - x 1 2 * x 2 1)
      + x 0 1 * (x 1 2 * x 2 0 - x 1 0 * x 2 2)
      + x 0 2 * (x 1 0 * x 2 1 - x 1 1 * x 2 0)) = 0 := by
    linear_combination (x 1 1 * x 2 2 - x 1 2 * x 2 1) * h 0
      + (x 1 2 * x 2 0 - x 1 0 * x 2 2) * h 1 + (x 1 0 * x 2 1 - x 1 1 * x 2 0) * h 2
  simp only [Matrix.det_fin_three, secondMoment, Matrix.smul_apply,
    Matrix.add_apply, vecMulVec_apply, smul_eq_mul, Fin.sum_univ_three]
  linear_combination m 1 * m 2 * (x 0 0 * (x 1 1 * x 2 2 - x 1 2 * x 2 1)
      + x 0 1 * (x 1 2 * x 2 0 - x 1 0 * x 2 2)
      + x 0 2 * (x 1 0 * x 2 1 - x 1 1 * x 2 0)) * hD

/-- Three point masses with centre of mass at the origin never have the isotropic inertia
tensor `c 1` with `c ≠ 0`. -/
theorem three_masses_not_isotropic (m : Fin 3 → ℝ) (x : Fin 3 → Fin 3 → ℝ)
    (hc : ∑ i, m i • x i = 0) (c : ℝ) (hc0 : c ≠ 0) :
    inertia m x ≠ c • (1 : Matrix (Fin 3) (Fin 3) ℝ) := by
  intro h
  have hdet := three_masses_det m x hc
  have hS : secondMoment m x = (c / 2) • (1 : Matrix (Fin 3) (Fin 3) ℝ) := by
    rw [← half_trace_sub_inertia, h, trace_smul, trace_one, Fintype.card_fin, smul_eq_mul,
      ← sub_smul]
    congr 1
    push_cast
    ring
  rw [hS, Matrix.det_smul, Matrix.det_one, mul_one] at hdet
  exact pow_ne_zero _ (div_ne_zero hc0 two_ne_zero) hdet

end

end FourMassInertia
```

```lean
#print axioms FourMassInertia.four_masses_iff
-- 'FourMassInertia.four_masses_iff' depends on axioms: [propext, Classical.choice, Quot.sound]
#print axioms FourMassInertia.exists_four_mass_model
-- 'FourMassInertia.exists_four_mass_model' depends on axioms: [propext, Classical.choice, Quot.sound]
#print axioms FourMassInertia.principal_moments_iff
-- 'FourMassInertia.principal_moments_iff' depends on axioms: [propext, Classical.choice, Quot.sound]
#print axioms FourMassInertia.three_masses_not_isotropic
-- 'FourMassInertia.three_masses_not_isotropic' depends on axioms: [propext, Classical.choice, Quot.sound]
```

## What the theorems say about masses and positions

A position is a function `Fin 3 → ℝ`, with components numbered 0, 1, 2. The type `ι` labels a finite set of particles, `m` gives their masses and `x` their positions. In `inertia`, `⬝ᵥ` is the dot product and `vecMulVec (x i) (x i)` is the outer product xᵢxᵢᵀ. The off-diagonal entries therefore carry the minus sign of the usual inertia tensor, and moments are taken about the origin.

`four_masses_iff` is the main equivalence. Its hypothesis `hM` says that the total mass is positive, and `fun _ => M / 4` gives every particle the same mass. The equation `∑ i, (M / 4) • x i = 0` puts the centre of mass at the origin. Symmetry of `J` is not a separate hypothesis, because `PosSemidef` includes it.

`exists_four_mass_model` starts from any finite system of nonnegative masses with positive total and supplies four equal masses with the same total and the same tensor about the origin. The original system need not be centred, which is where the warning about the choice of origin applies. `principal_moments_iff` gives the three inequalities for a diagonal tensor. `three_masses_not_isotropic` shows that three masses, even unequal ones, do not suffice for all admissible tensors: a nonzero isotropic tensor is out of their reach.

## How the lemmas carry the argument

`inertia_eq` proves I = (tr S)1 − S by computing the trace and distributing the sum. `half_trace_sub_inertia` takes a further trace and solves for S. In `secondMoment_posSemidef`, the first branch proves symmetry; the second uses `key` to rewrite the quadratic form as a sum of masses times squared projections.

`exists_factor` builds B from the spectral decomposition. Its steps `hU` and `hSU` state UUᵀ = 1 and KU = U diag(λ), with the matrix called `S` there, and `hd` uses λₖ ≥ 0 to recover λₖ from its square root.

In the forward half of `four_masses_iff`, the pattern `rintro ⟨x, -, rfl⟩` discards the centre-of-mass equation, since necessity does not use it. In the other half, `s` plays the part of 1/√M. The step `hx` expands the second moments of the deformed tetrahedron entry by entry and finishes with `s * s * M = 1`; `h0` is the vanishing sum of the vertices, and `ht` is tr K = tr J/2.

`exists_four_mass_model` combines the equivalence with the positivity lemma. `principal_moments_iff` computes K for a diagonal tensor and reads off the signs of its entries. In `three_masses_det`, `hD` is m₀D = 0, obtained by pairing the centre-of-mass equations with the components of x₁ × x₂; the last `linear_combination` multiplies it by m₁m₂D to give the determinant. The final theorem compares that zero with the determinant of (c/2)1.

## Limits for a working code

The theorems concern static arrangements of finitely many point masses. The step from there to a simulation is rigid-body mechanics: the four points move like the original body only if they are held rigid and receive the same total force and torque. Continuous densities and internal vibrations do not enter.

The four positions are not claimed to be unique, nor to coincide with atomic sites. Forces that depend on where the atoms are must still be evaluated at the atoms and transferred to the rigid body.

The matrices have real entries, not floating-point ones. For a planar or linear molecule K has a zero eigenvalue, which a numerical eigensolver may return as a small negative number. An input check should therefore allow a tolerance scaled to the size of J, and eigenvalues within that tolerance should be set to zero before the square roots are taken.
